# A boundary-driven hopping chain with dephasing has one stationary correlation matrix and a closed-form current

A chain of \(N\) sites is described here only through its matrix of two-point correlations \(C_{ij}=\langle c_i^\dagger c_j\rangle\), not by a density operator, and the linear equation of motion for \(C\) is taken as given.

In Lean 4 with Mathlib:

```lean
import Mathlib

open Matrix Filter Topology

namespace DephasedChain

noncomputable section

/-- The one-site shift on an open chain of `N` sites. -/
def shift (N : ℕ) : Matrix (Fin N) (Fin N) ℂ :=
  Matrix.of fun i j => if i.val + 1 = j.val then 1 else 0

/-- The open-chain matrix with hopping `J` between neighbouring sites. -/
def hop (N : ℕ) (J : ℝ) : Matrix (Fin N) (Fin N) ℂ :=
  (J : ℂ) • (shift N + (shift N)ᵀ)

/-- The indicator of the end sites: one on the first and last sites, zero elsewhere. -/
def ends {N : ℕ} (i : Fin N) : ℝ := if i.val = 0 ∨ i.val + 1 = N then 1 else 0

/-- The site values `a` on the first site, `b` on the last, zero between (for `N ≥ 2`). -/
def drive {N : ℕ} (a b : ℝ) (i : Fin N) : ℝ :=
  if i.val = 0 then a else if i.val + 1 = N then b else 0

/-- The rate of change of the correlation matrix `C` under hopping, dephasing `G`
and end reservoirs of strength `g`. -/
def rate {N : ℕ} (J G g a b : ℝ) (C : Matrix (Fin N) (Fin N) ℂ) : Matrix (Fin N) (Fin N) ℂ :=
  Complex.I • (hop N J * C - C * hop N J) - (G : ℂ) • (C - diagonal C.diag)
    - ((g : ℂ) / 2) • (diagonal (fun i => (ends i : ℂ)) * C + C * diagonal (fun i => (ends i : ℂ)))
    + (g : ℂ) • diagonal (fun i => (drive a b i : ℂ))

/-- The total damping rate of the matrix element `C i j`. -/
def damping {N : ℕ} (G g : ℝ) (i j : Fin N) : ℝ :=
  (if i = j then 0 else G) + g / 2 * (ends i + ends j)

/-- The current formula, for `N ≥ 2`, `g ≠ 0` and a nonzero total denominator. -/
def chainCurrent (N : ℕ) (J G g a b : ℝ) : ℝ :=
  2 * J ^ 2 * (a - b) / (((N : ℝ) - 1) * G + g + 4 * J ^ 2 / g)

/-- The signed amplitude of the nearest-neighbour coherence, on the domain of `chainCurrent` with
`J ≠ 0`. -/
def coherence (N : ℕ) (J G g a b : ℝ) : ℝ := chainCurrent N J G g a b / (2 * J)

/-- The density profile, on the domain of `chainCurrent` with `J ≠ 0`. -/
def density {N : ℕ} (J G g a b : ℝ) (i : Fin N) : ℝ :=
  a - chainCurrent N J G g a b / g - chainCurrent N J G g a b / (2 * J ^ 2) *
    ((i.val : ℝ) * G + (if i.val = 0 then 0 else g / 2) + (if i.val + 1 = N then g / 2 else 0))

/-- The density profile together with a uniform imaginary nearest-neighbour coherence,
on the domain of `density`. -/
def steadyState (N : ℕ) (J G g a b : ℝ) : Matrix (Fin N) (Fin N) ℂ :=
  diagonal (fun i => (density J G g a b i : ℂ)) +
    (-(Complex.I * (coherence N J G g a b : ℂ))) • (shift N - (shift N)ᵀ)

/-- Each matrix element is changed by the commutator, its own damping, and the drive
if it is diagonal. -/
theorem rate_apply {N : ℕ} (J G g a b : ℝ) (C : Matrix (Fin N) (Fin N) ℂ) (i j : Fin N) :
    rate J G g a b C i j = Complex.I * (hop N J * C - C * hop N J) i j
      - (damping G g i j : ℂ) * C i j + (if i = j then (g : ℂ) * (drive a b i : ℂ) else 0) := by
  by_cases h : i = j
  · subst h
    simp only [rate, damping, Matrix.add_apply, Matrix.sub_apply, Matrix.smul_apply, smul_eq_mul,
      diagonal_mul, mul_diagonal, diagonal_apply_eq, diag_apply, ↓reduceIte]
    push_cast
    ring
  · simp only [rate, damping, Matrix.add_apply, Matrix.sub_apply, Matrix.smul_apply, smul_eq_mul,
      diagonal_mul, mul_diagonal, diagonal_apply_ne _ h, if_neg h]
    push_cast
    ring

/-- For at least two sites, the commutator of the hopping pattern with the current pattern
lives on the two end sites only. -/
theorem shift_commutator {N : ℕ} (hN : 2 ≤ N) :
    (shift N + (shift N)ᵀ) * (shift N - (shift N)ᵀ) - (shift N - (shift N)ᵀ) * (shift N + (shift N)ᵀ)
      = (2 : ℂ) • diagonal (fun i : Fin N => (drive (-1) 1 i : ℂ)) := by
  have h1 : shift N * (shift N)ᵀ = diagonal (fun i => if i.val + 1 = N then 0 else 1) := by
    ext i j
    simp only [Matrix.mul_apply, transpose_apply, shift, of_apply, diagonal_apply]
    by_cases hi : i.val + 1 = N
    · have h : ∀ k : Fin N, ¬ (N = k.val) := fun k => by have := k.isLt; omega
      simp [h, hi]
    · rw [Finset.sum_eq_single (⟨i.val + 1, by have := i.isLt; omega⟩ : Fin N)]
      · by_cases hij : i = j
        · subst hij; simp [hi]
        · have h' : j.val ≠ i.val := fun h => hij (Fin.ext h.symm)
          simp [hij, h']
      · intro k _ hk
        have h : ¬ (i.val + 1 = k.val) := fun h => hk (Fin.ext h.symm)
        simp [h]
      · simp
  have h2 : (shift N)ᵀ * shift N = diagonal (fun i => if i.val = 0 then 0 else 1) := by
    ext i j
    simp only [Matrix.mul_apply, transpose_apply, shift, of_apply, diagonal_apply]
    by_cases hi : i.val = 0
    · simp [hi]
    · have e : i.val - 1 + 1 = i.val := by omega
      rw [Finset.sum_eq_single (⟨i.val - 1, by have := i.isLt; omega⟩ : Fin N)]
      · by_cases hij : i = j
        · subst hij; simp [hi, e]
        · have h' : i.val ≠ j.val := fun h => hij (Fin.ext h)
          simp [hij, h', e]
      · intro k _ hk
        have h : ¬ (k.val + 1 = i.val) := fun h => hk (Fin.ext (by simp; omega))
        simp [h]
      · simp
  have h3 : (shift N + (shift N)ᵀ) * (shift N - (shift N)ᵀ)
      - (shift N - (shift N)ᵀ) * (shift N + (shift N)ᵀ)
      = (2 : ℂ) • ((shift N)ᵀ * shift N - shift N * (shift N)ᵀ) := by
    rw [two_smul]; noncomm_ring
  rw [h3, h1, h2]
  ext i j
  simp only [Matrix.smul_apply, Matrix.sub_apply, diagonal_apply, smul_eq_mul, drive]
  split_ifs <;> first | omega | norm_num

/-- For Hermitian `H`, the overlap of `D` with its commutator `[H, D]` is real. -/
theorem commutator_trace_im {N : ℕ} {H : Matrix (Fin N) (Fin N) ℂ} (hH : H.IsHermitian)
    (D : Matrix (Fin N) (Fin N) ℂ) : (Matrix.trace (Dᴴ * (H * D - D * H))).im = 0 := by
  apply Complex.conj_eq_iff_im.mp
  rw [starRingEnd_apply, ← Matrix.trace_conjTranspose]
  simp only [conjTranspose_mul, conjTranspose_sub, conjTranspose_conjTranspose, hH.eq]
  rw [Matrix.sub_mul, Matrix.mul_sub, Matrix.trace_sub, Matrix.trace_sub, Matrix.mul_assoc Dᴴ H D,
    Matrix.mul_assoc H Dᴴ D, Matrix.trace_mul_comm H, Matrix.mul_assoc Dᴴ D H]

/-- For nonzero hopping, the density drop across a bond balances the damping of its coherence. -/
theorem density_bond {N : ℕ} {J : ℝ} (G g a b : ℝ) (hJ : J ≠ 0) (i j : Fin N)
    (h : i.val + 1 = j.val) :
    J * (density J G g a b j - density J G g a b i)
      = -(G + g / 2 * (ends i + ends j)) * coherence N J G g a b := by
  have hj : ¬ (j.val = 0) := by omega
  have hi : ¬ (i.val + 1 = N) := by have := j.isLt; omega
  have hc : (j.val : ℝ) = i.val + 1 := by rw [← h]; push_cast; ring
  simp only [density, ends, coherence, hj, hi, hc, false_or, or_false, if_false]
  generalize chainCurrent N J G g a b = q
  have e : J * (q / (2 * J ^ 2)) = q / (2 * J) := by field_simp
  split_ifs
  · linear_combination (-(G + g / 2 + g / 2)) * e
  · linear_combination (-(G + g / 2)) * e
  · linear_combination (-(G + g / 2)) * e
  · linear_combination (-G) * e

/-- With `N ≥ 2`, `J ≠ 0`, `G ≥ 0` and `g > 0`, the reservoirs balance the current
at the ends of the chain. -/
theorem density_site {N : ℕ} {J G g : ℝ} (a b : ℝ) (hN : 2 ≤ N) (hJ : J ≠ 0) (hG : 0 ≤ G)
    (hg : 0 < g) (i : Fin N) :
    chainCurrent N J G g a b * drive (-1) 1 i - g * ends i * density J G g a b i
      + g * drive a b i = 0 := by
  have hN' : (2 : ℝ) ≤ N := by exact_mod_cast hN
  have hden : ((N : ℝ) - 1) * G + g + 4 * J ^ 2 / g ≠ 0 := by
    have h1 : 0 ≤ ((N : ℝ) - 1) * G := mul_nonneg (by linarith) hG
    have h2 : 0 ≤ 4 * J ^ 2 / g := by positivity
    linarith
  have hq : chainCurrent N J G g a b * (((N : ℝ) - 1) * G + g + 4 * J ^ 2 / g)
      = 2 * J ^ 2 * (a - b) := div_mul_cancel₀ _ hden
  simp only [density, ends, drive]
  generalize chainCurrent N J G g a b = q at hq ⊢
  have hgq : g * (q / g) = q := by field_simp
  by_cases h0 : i.val = 0
  · have h1 : ¬ (0 + 1 = N) := by omega
    simp only [h0, h1, true_or, if_true, if_false, Nat.cast_zero]
    linear_combination hgq
  · by_cases h1 : i.val + 1 = N
    · have hc' : (i.val : ℝ) + 1 = N := by exact_mod_cast h1
      have hc : (i.val : ℝ) = N - 1 := by linarith
      have h : q / (2 * J ^ 2) * (((N : ℝ) - 1) * G + g / 2 + g / 2) = a - b - 2 * (q / g) := by
        rw [div_mul_eq_mul_div, div_eq_iff (by positivity)]
        linear_combination hq
      simp only [h0, h1, hc, or_true, if_true, if_false]
      linear_combination g * h - hgq
    · simp [h0, h1]

/-- With `N ≥ 2`, `J ≠ 0`, `G ≥ 0` and `g > 0`, the explicit matrix `steadyState` is stationary. -/
theorem steadyState_stationary {N : ℕ} {J G g : ℝ} (a b : ℝ) (hN : 2 ≤ N) (hJ : J ≠ 0)
    (hG : 0 ≤ G) (hg : 0 < g) : rate J G g a b (steadyState N J G g a b) = 0 := by
  have hp : (J : ℂ) * (coherence N J G g a b : ℂ) = (chainCurrent N J G g a b : ℂ) / 2 := by
    have h : J * coherence N J G g a b = chainCurrent N J G g a b / 2 := by
      unfold coherence; field_simp
    exact_mod_cast h
  have key : ∀ (A B D : Matrix (Fin N) (Fin N) ℂ) (x y : ℂ),
      (x • A) * (D + y • B) - (D + y • B) * (x • A)
        = ((x • A) * D - D * (x • A)) + (x * y) • (A * B - B * A) := by
    intro A B D x y
    simp only [Matrix.mul_add, Matrix.add_mul, Matrix.smul_mul, Matrix.mul_smul]
    module
  ext i j
  have hc : (hop N J * steadyState N J G g a b - steadyState N J G g a b * hop N J) i j
      = hop N J i j * ((density J G g a b j : ℂ) - (density J G g a b i : ℂ))
        + J * (-(Complex.I * (coherence N J G g a b : ℂ)))
          * (2 * diagonal (fun i : Fin N => (drive (-1) 1 i : ℂ)) i j) := by
    unfold steadyState hop
    rw [key, shift_commutator hN]
    simp only [Matrix.add_apply, Matrix.sub_apply, Matrix.smul_apply, mul_diagonal, diagonal_mul,
      smul_eq_mul]
    ring
  rw [rate_apply, hc, Matrix.zero_apply]
  rcases eq_or_ne i j with rfl | hij
  · -- site equations
    have hs : steadyState N J G g a b i i = (density J G g a b i : ℂ) := by
      simp [steadyState, shift]
    have hd : (chainCurrent N J G g a b : ℂ) * (drive (-1) 1 i : ℂ)
        - g * (ends i : ℂ) * (density J G g a b i : ℂ) + g * (drive a b i : ℂ) = 0 := by
      exact_mod_cast density_site a b hN hJ hG hg i
    rw [hs]
    simp only [damping, diagonal_apply_eq, ↓reduceIte]
    push_cast
    linear_combination hd + 2 * (drive (-1) 1 i : ℂ) * hp
      - 2 * J * (coherence N J G g a b : ℂ) * (drive (-1) 1 i : ℂ) * Complex.I_sq
  · -- bond equations
    have hs : steadyState N J G g a b i j
        = -(Complex.I * (coherence N J G g a b : ℂ)) * (shift N i j - shift N j i) := by
      simp only [steadyState, Matrix.add_apply, Matrix.smul_apply, Matrix.sub_apply,
        transpose_apply, diagonal_apply_ne _ hij, smul_eq_mul, zero_add]
    have hh : hop N J i j = J * (shift N i j + shift N j i) := rfl
    have hb : ∀ k l : Fin N, k.val + 1 = l.val →
        (J : ℂ) * ((density J G g a b l : ℂ) - (density J G g a b k : ℂ))
          = -((G : ℂ) + g / 2 * ((ends k : ℂ) + (ends l : ℂ))) * (coherence N J G g a b : ℂ) := by
      intro k l h
      exact_mod_cast density_bond G g a b hJ k l h
    have s1 : ∀ k l : Fin N, k.val + 1 = l.val → shift N k l = 1 := fun k l h => by
      simp [shift, h]
    have s0 : ∀ k l : Fin N, ¬ (k.val + 1 = l.val) → shift N k l = 0 := fun k l h => by
      simp [shift, h]
    rw [hs, hh]
    simp only [damping, diagonal_apply_ne _ hij, if_neg hij]
    by_cases h1 : i.val + 1 = j.val
    · rw [s1 i j h1, s0 j i (by omega)]
      push_cast
      linear_combination Complex.I * hb i j h1
    · by_cases h2 : j.val + 1 = i.val
      · rw [s0 i j h1, s1 j i h2]
        push_cast
        linear_combination (-Complex.I) * hb j i h2
      · rw [s0 i j h1, s0 j i h2]
        ring

/-- With `N ≥ 2`, `J ≠ 0`, `G ≥ 0` and `g > 0`, two stationary correlation matrices coincide. -/
theorem stationary_unique {N : ℕ} {J G g a b : ℝ} (hN : 2 ≤ N) (hJ : J ≠ 0) (hG : 0 ≤ G)
    (hg : 0 < g) {C C' : Matrix (Fin N) (Fin N) ℂ} (hC : rate J G g a b C = 0)
    (hC' : rate J G g a b C' = 0) : C = C' := by
  obtain ⟨D, hdef⟩ : ∃ D, D = C - C' := ⟨_, rfl⟩
  have hD : ∀ i j, Complex.I * (hop N J * D - D * hop N J) i j = (damping G g i j : ℂ) * D i j := by
    intro i j
    have h1 : rate J G g a b C i j = 0 := by rw [hC]; rfl
    have h2 : rate J G g a b C' i j = 0 := by rw [hC']; rfl
    rw [rate_apply] at h1 h2
    have e : hop N J * D - D * hop N J
        = (hop N J * C - C * hop N J) - (hop N J * C' - C' * hop N J) := by
      rw [hdef]; noncomm_ring
    have d : D i j = C i j - C' i j := by rw [hdef]; rfl
    rw [e, d, Matrix.sub_apply]
    linear_combination h1 - h2
  -- the dissipated weight vanishes, which empties the first row
  have row0 : ∀ j, D ⟨0, by omega⟩ j = 0 := by
    intro j
    have hH : (hop N J).IsHermitian := by
      ext i j
      simp only [hop, shift, conjTranspose_apply, Matrix.smul_apply, Matrix.add_apply,
        transpose_apply, of_apply, smul_eq_mul]
      split_ifs <;> simp
    have ht := commutator_trace_im hH D
    generalize hop N J * D - D * hop N J = X at hD ht
    have hs : Complex.I * Matrix.trace (Dᴴ * X)
        = ((∑ i, ∑ k, damping G g k i * Complex.normSq (D k i) : ℝ) : ℂ) := by
      simp only [Matrix.trace, diag_apply, Matrix.mul_apply, conjTranspose_apply, Finset.mul_sum,
        Complex.ofReal_sum, Complex.ofReal_mul]
      refine Finset.sum_congr rfl fun i _ => Finset.sum_congr rfl fun k _ => ?_
      rw [Complex.normSq_eq_conj_mul_self, starRingEnd_apply]
      linear_combination star (D k i) * hD k i
    have h0 := congrArg Complex.re hs
    rw [Complex.ofReal_re, Complex.I_mul_re, ht, neg_zero] at h0
    have he : ∀ i : Fin N, 0 ≤ ends i := fun i => by unfold ends; split_ifs <;> norm_num
    have hw : ∀ i k : Fin N, g / 2 * (ends i + ends k) ≤ damping G g i k := fun i k => by
      unfold damping; split_ifs <;> linarith
    have w0 : ∀ i k : Fin N, 0 ≤ damping G g i k := fun i k =>
      (mul_nonneg (by positivity) (add_nonneg (he i) (he k))).trans (hw i k)
    have h1 := (Finset.sum_eq_zero_iff_of_nonneg (fun i _ => Finset.sum_nonneg fun k _ =>
      mul_nonneg (w0 k i) (Complex.normSq_nonneg (D k i)))).mp h0.symm j (Finset.mem_univ j)
    have h2 := (Finset.sum_eq_zero_iff_of_nonneg (fun k _ =>
      mul_nonneg (w0 k j) (Complex.normSq_nonneg (D k j)))).mp h1 ⟨0, by omega⟩ (Finset.mem_univ _)
    have hpos : 0 < damping G g (⟨0, by omega⟩ : Fin N) j := by
      refine lt_of_lt_of_le ?_ (hw _ j)
      have e1 : ends (⟨0, by omega⟩ : Fin N) = 1 := by simp [ends]
      rw [e1]
      exact mul_pos (by positivity) (by linarith [he j])
    exact Complex.normSq_eq_zero.mp ((mul_eq_zero.mp h2).resolve_left hpos.ne')
  -- hopping carries the zero from row to row
  have all : ∀ m (hm : m < N) j, D ⟨m, hm⟩ j = 0 := by
    intro m
    induction m using Nat.strong_induction_on with
    | _ m ih =>
      intro hm j
      rcases m with _ | m
      · exact row0 j
      · have hm' : m < N := by omega
        have e := hD ⟨m, hm'⟩ j
        have r : ∀ k, D ⟨m, hm'⟩ k = 0 := ih m (by omega) hm'
        have l1 : (D * hop N J) ⟨m, hm'⟩ j = 0 := by simp [Matrix.mul_apply, r]
        have l2 : (hop N J * D) ⟨m, hm'⟩ j = J * D ⟨m + 1, hm⟩ j := by
          rw [Matrix.mul_apply, Finset.sum_eq_single (⟨m + 1, hm⟩ : Fin N)]
          · have h : ¬ (m + 1 + 1 = m) := by omega
            simp [hop, shift, h]
          · intro k _ hk
            by_cases h2 : k.val + 1 = m
            · rw [show D k j = 0 from ih k.val (by omega) k.isLt j, mul_zero]
            · have h : ¬ (m + 1 = k.val) := fun h => hk (Fin.ext h.symm)
              simp [hop, shift, h, h2]
          · simp
        rw [Matrix.sub_apply, l1, l2, r j] at e
        simpa [hJ] using e
  have hz : D = 0 := by
    ext i j
    exact all i.val i.isLt j
  exact sub_eq_zero.mp (hdef.symm.trans hz)

/-- For `N ≥ 2`, `J ≠ 0`, `G ≥ 0` and `g > 0` there is exactly one stationary correlation matrix,
and every bond carries the same current, given in closed form. -/
theorem steady_current {N : ℕ} {J G g : ℝ} (a b : ℝ) (hN : 2 ≤ N) (hJ : J ≠ 0) (hG : 0 ≤ G)
    (hg : 0 < g) :
    (∃! C : Matrix (Fin N) (Fin N) ℂ, rate J G g a b C = 0) ∧
    ∀ C : Matrix (Fin N) (Fin N) ℂ, rate J G g a b C = 0 → ∀ i j : Fin N, i.val + 1 = j.val →
      -2 * J * (C i j).im = 2 * J ^ 2 * (a - b) / (((N : ℝ) - 1) * G + g + 4 * J ^ 2 / g) := by
  have hS := steadyState_stationary a b hN hJ hG hg
  refine ⟨⟨_, hS, fun C hC => stationary_unique hN hJ hG hg hC hS⟩, fun C hC i j h => ?_⟩
  rw [stationary_unique hN hJ hG hg hC hS]
  have hij : i ≠ j := fun e => by rw [e] at h; omega
  have h' : ¬ (j.val + 1 = i.val) := by omega
  have him : (steadyState N J G g a b i j).im = -coherence N J G g a b := by
    simp [steadyState, diagonal_apply_ne _ hij, shift, h, h']
  have hq : -2 * J * -coherence N J G g a b = chainCurrent N J G g a b := by
    unfold coherence; field_simp
  rw [him, hq]
  rfl

/-- For `J ≠ 0`, `g > 0` and dephasing `G > 0`, the chain length times the stationary current
tends to `2 J² (a - b) / G` for long chains. -/
theorem diffusive_scaling {J G g : ℝ} (a b : ℝ) (hJ : J ≠ 0) (hG : 0 < G) (hg : 0 < g)
    (C : ∀ n : ℕ, Matrix (Fin (n + 2)) (Fin (n + 2)) ℂ) (hC : ∀ n, rate J G g a b (C n) = 0) :
    Tendsto (fun n : ℕ => ((n + 2 : ℕ) : ℝ) * (-2 * J * (C n 0 1).im)) atTop
      (𝓝 (2 * J ^ 2 * (a - b) / G)) := by
  obtain ⟨c, hc⟩ : ∃ c : ℝ, c = g + 4 * J ^ 2 / g - G := ⟨_, rfl⟩
  have h : Tendsto (fun N : ℕ => 2 * J ^ 2 * (a - b) / (G + c / (N : ℝ))) atTop
      (𝓝 (2 * J ^ 2 * (a - b) / (G + 0))) :=
    tendsto_const_nhds.div (tendsto_const_nhds.add (tendsto_const_div_atTop_nhds_zero_nat c))
      (by simpa using hG.ne')
  rw [add_zero] at h
  refine (h.comp (tendsto_add_atTop_nat 2)).congr fun n => ?_
  rw [(steady_current a b (by omega) hJ hG.le hg).2 (C n) (hC n) 0 1 (by simp)]
  simp only [Function.comp]
  have hn : ((n + 2 : ℕ) : ℝ) ≠ 0 := by positivity
  generalize ((n + 2 : ℕ) : ℝ) = x at hn ⊢
  have hx : x * (c / x) = c := by field_simp
  have e : (x - 1) * G + g + 4 * J ^ 2 / g = x * (G + c / x) := by
    linear_combination -hx - hc
  rw [e, ← mul_div_assoc, mul_div_mul_left _ _ hn]

end

end DephasedChain
```

```lean
#print axioms DephasedChain.steady_current
-- 'DephasedChain.steady_current' depends on axioms: [propext, Classical.choice, Quot.sound]
#print axioms DephasedChain.diffusive_scaling
-- 'DephasedChain.diffusive_scaling' depends on axioms: [propext, Classical.choice, Quot.sound]
```

The function `rate` is \(dC/dt\) with \(\hbar=1\). Its commutator describes hopping of real amplitude \(J\), `G` is the rate at which dephasing damps coherences between sites, and reservoirs of strength \(g\) pull the end densities towards \(a\) and \(b\). Sites run from \(0\) to \(N-1\), so the first bond is `C 0 1`.

For \(N\ge2\), \(J\ne0\), \(G\ge0\) and \(g>0\), `steady_current` says that exactly one complex matrix satisfies `rate J G g a b C = 0`, and that every bond carries

\[
I=-2J\,\mathrm{Im}\,C_{i,i+1}=\frac{2J^2(a-b)}{(N-1)G+g+4J^2/g}.
\]

Hermiticity is not assumed. The numbers \(a,b\) are any reals, though fermionic occupations need \([0,1]\). Relaxation towards the steady state is not treated.

To find a solution, let \(S\) be the one-site shift, so that \(h=J(S+S^T)\), and try \(C=\mathrm{diag}(n_i)-ip(S-S^T)\) with \(p=I/(2J)\). Since \(SS^T=\mathrm{diag}(1,\dots,1,0)\) and \(S^TS=\mathrm{diag}(0,1,\dots,1)\),

\[
[S+S^T,S-S^T]=2(S^TS-SS^T)=2\,\mathrm{diag}(-1,0,\dots,0,1).
\]

This is `shift_commutator`: no longer-range coherence is generated. The end-site equations (`density_site`) are \(-I-gn_0+ga=0\) and \(I-gn_{N-1}+gb=0\), hence

\[
n_0=a-I/g,\qquad n_{N-1}=b+I/g.
\]

Let \(e_i\) be \(1\) on the end sites and \(0\) elsewhere (`ends`). The element \(C_{ij}\) is damped at the rate \(\Gamma_{ij}=G(1-\delta_{ij})+\tfrac g2(e_i+e_j)\) (`damping`). Each bond equation (`density_bond`) reads

\[
J(n_{i+1}-n_i)=-\Gamma_{i,i+1}\,p .
\]

Summing the drops over all bonds gives

\[
a-b-\frac{2I}{g}=\frac{I}{2J^2}\bigl((N-1)G+g\bigr),
\]

which is the current formula. `steadyState_stationary` checks the diagonal, neighbouring and remaining entries separately, mostly by `linear_combination`.

For uniqueness, the difference \(D\) of two solutions obeys \(i[h,D]_{ij}=\Gamma_{ij}D_{ij}\). Multiplying by \(\overline{D_{ij}}\) and summing gives

\[
i\,\mathrm{tr}(D^\dagger[h,D])=\sum_{ij}\Gamma_{ij}|D_{ij}|^2 .
\]

The trace is real (`commutator_trace_im`), so the left side is imaginary and the right side real: both vanish. As \(\Gamma_{0j}\ge g/2>0\), row \(0\) of \(D\) is zero. If rows \(0,\dots,m\) vanish, the equation in row \(m\) reduces to \(iJD_{m+1,j}=0\). The strong induction in `stationary_unique` repeats this step down the chain.

Uniqueness can fail at \(J=0\): for \(N=3\), the middle density \(C_{11}\) then enters no equation and is arbitrary.

For \(G>0\), `diffusive_scaling` gives \(NI\to2J^2(a-b)/G\), whereas at \(G=0\) the current does not depend on \(N\). For fermions with \(a,b\in[0,1]\), `rate` is the equation for \(C\) in the Lindblad model with Hamiltonian \(J\sum_i(c_i^\dagger c_{i+1}+c_{i+1}^\dagger c_i)\) and jump operators \(\sqrt G\,c_i^\dagger c_i\) on every site, \(\sqrt{ga}\,c_0^\dagger\) and \(\sqrt{g(1-a)}\,c_0\) on the first site, and the same pair with \(b\) on the last. In this convention the formula provides a reference current for numerical Lindblad solvers at any \(N\ge2\).

The same argument by hand, not formalised here, allows site-dependent dephasing \(\gamma_i\ge0\) that damps \(C_{ij}\) at the rate \((\gamma_i+\gamma_j)/2\) for \(i\ne j\): in the current, \((N-1)G\) becomes \(\sum_{i=0}^{N-2}(\gamma_i+\gamma_{i+1})/2\).
